# An idempotent density matrix gives a fragment of m orbitals at most m bath orbitals

A molecule or lattice has been treated at the Hartree-Fock level, and a few of its orbitals, the fragment, are to be solved again with a better method. The fragment exchanges electrons with everything around it, so it can't simply be cut out. The environment may have thousands of orbitals, and the fragment may be coupled to all of them. The question is how many remain entangled with it once the environment orbitals have been suitably combined. For a single Slater determinant whose orbitals are each either spin-up or spin-down there are, in each spin channel, at most as many as the fragment has orbitals, however large the environment is, because the one-particle density matrix is idempotent.

## The rank bound and the pairing of occupations

Let $P$ be the density matrix of one spin channel in a finite orthonormal basis. The basis is divided into a fragment $A$ with $m$ orbitals and an environment $B$, so that

$$P=\begin{pmatrix}P_{AA}&P_{AB}\\P_{BA}&P_{BB}\end{pmatrix},\qquad P^2=P.$$

Then the following hold.

- The matrix $P_{BB}-P_{BB}^2$ has rank at most $m$.
- For $l\neq 0,1$, the number $l$ is an eigenvalue of $P_{AA}$ exactly when $1-l$ is an eigenvalue of $P_{BB}$, and the two eigenspaces have the same dimension.
- If $P$ is also real and symmetric, the rank of $P_{BB}-P_{BB}^2$ equals the rank of $P_{BA}$.

The eigenvalues of the diagonal blocks are called occupations here. An environment eigenvector with occupation 0 or 1 is empty or filled and is annihilated by $P_{BB}-P_{BB}^2$. The other eigenvectors are the bath orbitals. Their eigenvalues in $P_{BB}-P_{BB}^2$ are nonzero, so they span a space no larger than its rank.

## Bath construction in an embedding code

Density matrix embedding with a mean-field bath uses this bound when it keeps at most $m$ environment orbitals beside the fragment and freezes the filled and empty ones. In each spin channel, the bound holds for every single determinant whose orbitals are each either spin-up or spin-down; for other states it can fail. A code may find the bath by diagonalising $P_{BB}$ and keeping the fractional occupations, or by a singular value decomposition of $P_{BA}$.

For real symmetric $P$, the nonzero singular values of $P_{BA}$ are $\sqrt{l(1-l)}$, where $l$ runs over the fractional fragment occupations. A cutoff of $10^{-6}$ on the distance of an occupation from 0 or 1 therefore corresponds to a cutoff of about $10^{-3}$ on the singular values. A program that offers both routes with the same numerical threshold can therefore keep different baths.

The pairing also gives a consistency test, although forming $P^2-P$ checks idempotency more directly. Compute the spectra of $P_{AA}$ and $P_{BB}$, discard values close to 0 and 1, and compare the first list with one minus the second. A mismatch points to a density matrix that isn't idempotent. A common cause is a closed-shell matrix summed over spin, which has to be halved first.

In a non-orthogonal basis with overlap matrix $S$, a density matrix $D$ with $DSD=D$ gives the idempotent matrix $P=DS$. The rank bound and the pairing apply to the blocks of this product. Its fragment block is $D_{AA}S_{AA}+D_{AB}S_{BA}$, which in general differs from $D_{AA}S_{AA}$.

## From the four block equations to the bath

Multiplying out $P^2=P$ block by block gives

$$\begin{aligned}
P_{AA}^2+P_{AB}P_{BA}&=P_{AA}, &\quad(1)\\
P_{AA}P_{AB}+P_{AB}P_{BB}&=P_{AB}, &\quad(2)\\
P_{BA}P_{AA}+P_{BB}P_{BA}&=P_{BA}, &\quad(3)\\
P_{BA}P_{AB}+P_{BB}^2&=P_{BB}. &\quad(4)
\end{aligned}$$

**Rank.** Equation (4) says that $P_{BB}-P_{BB}^2=P_{BA}P_{AB}$. The rank of a product is at most the rank of its left factor, and $P_{BA}$ has only $m$ columns.

**Pairing.** Let $P_{AA}v=lv$ with $v\neq0$, and put $w=P_{BA}v$. Equation (3) applied to $v$ reads $lw+P_{BB}w=w$, so

$$P_{BB}w=(1-l)w.$$

Equation (1) applied to $v$ reads $l^2v+P_{AB}w=lv$, so

$$P_{AB}w=l(1-l)v.$$

If $l\neq0,1$, the right-hand side is nonzero, and hence $w\neq0$. Thus $1-l$ is an eigenvalue of $P_{BB}$.

Conversely, let $P_{BB}w=(1-l)w$ with $w\neq0$, and put $u=P_{AB}w$. Equation (2) gives $P_{AA}u=u-(1-l)u=lu$. Equation (4) gives $P_{BA}u=(1-l)w-(1-l)^2w=l(1-l)w$, so $u\neq0$.

**Multiplicity.** On the eigenspace of $P_{AA}$ for $l$, the map $v\mapsto P_{BA}v$ is injective, because $P_{AB}$ takes the image back to $l(1-l)v$. The eigenspace of $P_{BB}$ for $1-l$ is therefore at least as large. The same argument with $A$ and $B$ exchanged gives the opposite inequality.

**Symmetric case.** Now $P_{AB}=P_{BA}^T$. With $M=P_{BA}$, the matrix in question is $MM^T$. If $MM^Tx=0$, then $x^TMM^Tx=|M^Tx|^2=0$, so $M^Tx=0$. The kernels of $MM^T$ and $M^T$ coincide, and both matrices have the rank of $M$.

For a normalised $v$, the same symmetry gives $|P_{BA}v|^2=v^TP_{AB}P_{BA}v=l(1-l)$. The normalised bath orbital is therefore $P_{BA}v/\sqrt{l(1-l)}$. Close to $l=0$ or $l=1$ the denominator is small, and errors in $P_{BA}v$ are amplified.

**Three sites.** One occupied orbital with coefficients $(1/3,2/3,2/3)$ is normalised, and its density matrix is the outer product of this vector with itself. If the first site is the fragment, $P_{AA}=1/9$. Every entry of the $2\times2$ block $P_{BB}$ is $4/9$, so its eigenvalues are $8/9$ and $0$. The first is the partner of $1/9$, and the normalised bath orbital is $(1,1)/\sqrt2$.

## Lean source for the bound, the pairing and the three-site orbital

```lean
import Mathlib

open Matrix

namespace BathOrbitals

variable {K A B : Type*} [Field K] [Fintype A] [Fintype B]

/-- The number `l` is an occupation of the density block `M`: an eigenvalue of `M`
with a nonzero orbital as eigenvector. -/
def IsOccupation (M : Matrix A A K) (l : K) : Prop :=
  ∃ v : A → K, v ≠ 0 ∧ M *ᵥ v = l • v

/-- The space of orbitals `v` with `M v = l v`. -/
def orbitalSpace (M : Matrix A A K) (l : K) : Submodule K (A → K) where
  carrier := {v | M *ᵥ v = l • v}
  add_mem' {v w} hv hw := by
    have hv' : M *ᵥ v = l • v := hv
    have hw' : M *ᵥ w = l • w := hw
    change M *ᵥ (v + w) = l • (v + w)
    rw [mulVec_add, hv', hw', smul_add]
  zero_mem' := by
    change M *ᵥ (0 : A → K) = l • (0 : A → K)
    rw [mulVec_zero, smul_zero]
  smul_mem' k v hv := by
    have hv' : M *ᵥ v = l • v := hv
    change M *ᵥ (k • v) = l • (k • v)
    rw [mulVec_smul, hv', smul_comm]

/-- Idempotency of the density matrix, written out for its fragment, environment and
coupling blocks. -/
theorem block_relations {P : Matrix (A ⊕ B) (A ⊕ B) K} (hP : P * P = P) :
    P.toBlocks₁₁ * P.toBlocks₁₁ + P.toBlocks₁₂ * P.toBlocks₂₁ = P.toBlocks₁₁ ∧
    P.toBlocks₁₁ * P.toBlocks₁₂ + P.toBlocks₁₂ * P.toBlocks₂₂ = P.toBlocks₁₂ ∧
    P.toBlocks₂₁ * P.toBlocks₁₁ + P.toBlocks₂₂ * P.toBlocks₂₁ = P.toBlocks₂₁ ∧
    P.toBlocks₂₁ * P.toBlocks₁₂ + P.toBlocks₂₂ * P.toBlocks₂₂ = P.toBlocks₂₂ := by
  have h : fromBlocks P.toBlocks₁₁ P.toBlocks₁₂ P.toBlocks₂₁ P.toBlocks₂₂ *
      fromBlocks P.toBlocks₁₁ P.toBlocks₁₂ P.toBlocks₂₁ P.toBlocks₂₂ =
      fromBlocks P.toBlocks₁₁ P.toBlocks₁₂ P.toBlocks₂₁ P.toBlocks₂₂ := by
    rw [fromBlocks_toBlocks]
    exact hP
  rw [fromBlocks_multiply, fromBlocks_inj] at h
  exact h

/-- Suppose `a a + b c = a` and `c a + d c = c`. If `a v = l v`, then `d` acts on the vector `c v`
as multiplication by `1 - l`, and `b` sends `c v` to `l (1 - l) v`. -/
theorem partner_orbital {a : Matrix A A K} {b : Matrix A B K} {c : Matrix B A K}
    {d : Matrix B B K} (h1 : a * a + b * c = a) (h2 : c * a + d * c = c)
    {l : K} {v : A → K} (hv : a *ᵥ v = l • v) :
    d *ᵥ (c *ᵥ v) = (1 - l) • (c *ᵥ v) ∧ b *ᵥ (c *ᵥ v) = (l * (1 - l)) • v := by
  -- apply both block equations to the orbital
  have e1 := congrArg (fun M => M *ᵥ v) h1
  have e2 := congrArg (fun M => M *ᵥ v) h2
  simp only [add_mulVec, ← mulVec_mulVec, hv, mulVec_smul] at e1 e2
  constructor
  · linear_combination (norm := module) e2
  · linear_combination (norm := module) e1

/-- Suppose `a a + b c = a` and `c a + d c = c`. If `l` is neither 0 nor 1, the space of solutions
of `a v = l v` has dimension at most that of the solutions of `d w = (1 - l) w`. -/
theorem finrank_orbitalSpace_le {a : Matrix A A K} {b : Matrix A B K} {c : Matrix B A K}
    {d : Matrix B B K} (h1 : a * a + b * c = a) (h2 : c * a + d * c = c)
    {l : K} (hl0 : l ≠ 0) (hl1 : l ≠ 1) :
    Module.finrank K (orbitalSpace a l) ≤ Module.finrank K (orbitalSpace d (1 - l)) := by
  have hmap : ∀ v ∈ orbitalSpace a l, c.mulVecLin v ∈ orbitalSpace d (1 - l) := by
    intro v hv
    have hv' : a *ᵥ v = l • v := hv
    exact (partner_orbital h1 h2 hv').1
  refine LinearMap.finrank_le_finrank_of_injective (f := c.mulVecLin.restrict hmap) ?_
  intro v w hvw
  have e : c *ᵥ v.1 = c *ᵥ w.1 := congrArg Subtype.val hvw
  have hv : a *ᵥ v.1 = l • v.1 := v.2
  have hw : a *ᵥ w.1 = l • w.1 := w.2
  -- coupling back recovers the orbital up to the nonzero factor l (1 - l)
  have ev := (partner_orbital h1 h2 hv).2
  have ew := (partner_orbital h1 h2 hw).2
  rw [e] at ev
  have hne : l * (1 - l) ≠ 0 := mul_ne_zero hl0 (sub_ne_zero.mpr hl1.symm)
  exact Subtype.ext (smul_right_injective _ hne (ev.symm.trans ew))

/-- For an idempotent density matrix, the orbitals of fragment occupation `l` and those of
environment occupation `1 - l` span spaces of equal dimension, if `l` is neither 0 nor 1. -/
theorem finrank_fragment_eq_environment {P : Matrix (A ⊕ B) (A ⊕ B) K} (hP : P * P = P)
    {l : K} (hl0 : l ≠ 0) (hl1 : l ≠ 1) :
    Module.finrank K (orbitalSpace P.toBlocks₁₁ l) =
      Module.finrank K (orbitalSpace P.toBlocks₂₂ (1 - l)) := by
  obtain ⟨r1, r2, r3, r4⟩ := block_relations hP
  apply le_antisymm (finrank_orbitalSpace_le r1 r3 hl0 hl1)
  -- the same bound with fragment and environment exchanged
  rw [add_comm] at r2 r4
  have h := finrank_orbitalSpace_le r4 r2 (l := 1 - l)
    (sub_ne_zero.mpr hl1.symm) (fun h => hl0 (by linear_combination -h))
  rwa [sub_sub_cancel] at h

/-- For an idempotent density matrix, `P_BB - P_BB²` is the product `P_BA P_AB` of the two coupling
blocks. -/
theorem environment_defect {P : Matrix (A ⊕ B) (A ⊕ B) K} (hP : P * P = P) :
    P.toBlocks₂₂ - P.toBlocks₂₂ * P.toBlocks₂₂ = P.toBlocks₂₁ * P.toBlocks₁₂ :=
  sub_eq_of_eq_add (block_relations hP).2.2.2.symm

/-- Bath orbitals: for an idempotent density matrix, `P_BB - P_BB²` has rank at most the number
of fragment orbitals, and `l` other than 0 and 1 is an occupation of the fragment block exactly
when `1 - l` is an occupation of the environment block. -/
theorem bath_orbitals {P : Matrix (A ⊕ B) (A ⊕ B) K} (hP : P * P = P) :
    (P.toBlocks₂₂ - P.toBlocks₂₂ * P.toBlocks₂₂).rank ≤ Fintype.card A ∧
    ∀ l : K, l ≠ 0 → l ≠ 1 →
      (IsOccupation P.toBlocks₁₁ l ↔ IsOccupation P.toBlocks₂₂ (1 - l)) := by
  obtain ⟨r1, r2, r3, r4⟩ := block_relations hP
  constructor
  · -- the defect factors through the fragment
    rw [environment_defect hP]
    exact (rank_mul_le_left _ _).trans (rank_le_card_width _)
  · intro l hl0 hl1
    have hne : l * (1 - l) ≠ 0 := mul_ne_zero hl0 (sub_ne_zero.mpr hl1.symm)
    constructor
    · rintro ⟨v, hv0, hv⟩
      obtain ⟨p, q⟩ := partner_orbital r1 r3 hv
      refine ⟨_, fun h => ?_, p⟩
      rw [h, mulVec_zero] at q
      exact (smul_ne_zero hne hv0) q.symm
    · rintro ⟨w, hw0, hw⟩
      rw [add_comm] at r2 r4
      obtain ⟨p, q⟩ := partner_orbital r4 r2 hw
      rw [sub_sub_cancel] at p q
      refine ⟨_, fun h => ?_, p⟩
      rw [h, mulVec_zero, mul_comm] at q
      exact (smul_ne_zero hne hw0) q.symm

/-- For a real symmetric idempotent density matrix, the rank of `P_BB - P_BB²` equals the rank
of the coupling block between environment and fragment. -/
theorem rank_defect_eq_rank_coupling {P : Matrix (A ⊕ B) (A ⊕ B) ℝ} (hs : P.IsSymm)
    (hP : P * P = P) :
    (P.toBlocks₂₂ - P.toBlocks₂₂ * P.toBlocks₂₂).rank = P.toBlocks₂₁.rank := by
  have ht : P.toBlocks₁₂ = P.toBlocks₂₁ᵀ := by
    ext i j
    exact hs.apply (Sum.inr j) (Sum.inl i)
  rw [environment_defect hP, ht, rank_self_mul_transpose]

/-- Coefficients of one orbital on three sites: 1/3 on the fragment site and 2/3 on each of the
two environment sites. -/
noncomputable def coeff : Fin 1 ⊕ Fin 2 → ℝ :=
  Sum.elim (fun _ => 1 / 3) (fun _ => 2 / 3)

/-- The density matrix of the three-site orbital `coeff`, occupied once. -/
noncomputable def threeSite : Matrix (Fin 1 ⊕ Fin 2) (Fin 1 ⊕ Fin 2) ℝ :=
  Matrix.of fun i j => coeff i * coeff j

/-- The three-site density matrix is symmetric and idempotent, and its fragment block has the
occupation 1/9. -/
theorem threeSite_witness :
    threeSite.IsSymm ∧ threeSite * threeSite = threeSite ∧
      IsOccupation threeSite.toBlocks₁₁ (1 / 9) := by
  refine ⟨?_, ?_, fun _ => 1, ?_, ?_⟩
  · ext i j
    exact mul_comm _ _
  · ext i j
    rcases i with i | i <;> rcases j with j | j <;>
      simp [threeSite, coeff, Matrix.mul_apply, Fintype.sum_sum_type] <;> norm_num
  · intro h
    exact one_ne_zero (congrFun h 0)
  · ext i
    simp [threeSite, coeff, Matrix.mulVec, dotProduct, Matrix.toBlocks₁₁]
    norm_num

end BathOrbitals
```

```lean
#print axioms BathOrbitals.finrank_fragment_eq_environment
-- 'BathOrbitals.finrank_fragment_eq_environment' depends on axioms: [propext, Classical.choice, Quot.sound]
#print axioms BathOrbitals.bath_orbitals
-- 'BathOrbitals.bath_orbitals' depends on axioms: [propext, Classical.choice, Quot.sound]
#print axioms BathOrbitals.rank_defect_eq_rank_coupling
-- 'BathOrbitals.rank_defect_eq_rank_coupling' depends on axioms: [propext, Classical.choice, Quot.sound]
```

## What the theorems say about P

The density matrix is `P : Matrix (A ⊕ B) (A ⊕ B) K`, where the finite types `A` and `B` label the fragment and environment orbitals. The blocks `P.toBlocks₁₁`, `P.toBlocks₁₂`, `P.toBlocks₂₁` and `P.toBlocks₂₂` are $P_{AA}$, $P_{AB}$, $P_{BA}$ and $P_{BB}$. The hypothesis `hP : P * P = P` stands for a single determinant with each spin orbital either filled or empty. It is assumed and not derived from a self-consistent field calculation.

`IsOccupation M l` says that some nonzero vector $v$ satisfies $Mv=lv$. `orbitalSpace M l` is the space of all such vectors together with zero, and `Module.finrank` is its dimension.

`bath_orbitals` contains the rank bound, with `Fintype.card A` for $m$, and the pairing for every `l` other than 0 and 1. `finrank_fragment_eq_environment` adds the equality of dimensions. These theorems hold over any field `K`, so they include complex density matrices and the product $DS$. Only `rank_defect_eq_rank_coupling` requires real entries and symmetry, the latter through `P.IsSymm`.

If $P$ isn't Hermitian, an "occupation" is only an eigenvalue and may lie outside the interval from 0 to 1. The idempotent matrix $\begin{pmatrix}2&-2\\1&-1\end{pmatrix}$ has $P_{AA}=2$ and $P_{BB}=-1$, which still add up to 1.

`threeSite_witness` confirms that the three-site matrix is symmetric and idempotent and has the fragment occupation $1/9$. The pairing thus applies to at least one genuinely fractional case.

## How the Lean proof follows the block equations

`block_relations` writes `P` as a matrix assembled from its blocks, multiplies, and compares blocks; its four conclusions are equations (1) to (4) in that order. `environment_defect` rearranges the fourth.

`partner_orbital` is the central step. It takes four matrices `a`, `b`, `c`, `d` in place of the blocks and assumes only the two equations it needs. It applies both to the vector `v`, and `linear_combination` then solves them for $P_{BB}w$ and $P_{AB}w$. Because the lemma doesn't mention `P`, the converse follows by inserting the blocks with fragment and environment exchanged. The calls to `add_comm` put the sums in equations (2) and (4) into the expected order.

In `bath_orbitals`, the rank bound combines `rank_mul_le_left` with `rank_le_card_width`, which are the two facts about the product and the number of columns. In each direction of the pairing, the partner vector is shown to be nonzero by contradiction: if it vanished, coupling back would give $l(1-l)v=0$.

`finrank_orbitalSpace_le` restricts the coupling block to an eigenspace and proves that this map is injective by cancelling the factor $l(1-l)$. `finrank_fragment_eq_environment` uses it once in each direction. The symmetric case identifies $P_{AB}$ with the transpose of $P_{BA}$ and finishes with `rank_self_mul_transpose`.

## Fractional occupations, filled orbitals and rounding

Idempotency carries the whole result. Take $P=\tfrac13 I$ on three sites, with one fragment site. Then $P_{BB}-P_{BB}^2=\tfrac29 I$ has rank 2, although $m=1$. The fragment occupation is $1/3$, but $2/3$ is not an eigenvalue of $P_{BB}$. Density matrices from correlated wavefunctions or from thermal smearing generally have fractional eigenvalues too, and for them a bath of $m$ orbitals is in general a truncation.

The values 0 and 1 have to be excluded from the pairing. In the three-site example, $P_{BB}$ has the eigenvalue 0, while $P_{AA}=1/9$ doesn't have the eigenvalue 1, so the pairing fails at $l=1$. For the idempotent matrix $I-P$, the environment block has the eigenvalue 1, while the fragment block $8/9$ doesn't have the eigenvalue 0, so it fails at $l=0$.

Symmetry matters for the equality of ranks. The matrix $\begin{pmatrix}1&0\\1&0\end{pmatrix}$ is idempotent, with $P_{BB}=0$ and $P_{BA}=1$. The rank of $P_{BB}-P_{BB}^2$ is 0 and that of $P_{BA}$ is 1. A code that works with $DS$ should therefore not count bath orbitals by the rank of its coupling block; for real orbitals, the symmetric matrix $S^{1/2}DS^{1/2}$ avoids the problem, but its fragment block then refers to symmetrically orthogonalised orbitals and not to the original ones.

The theorems concern exact matrices. They contain no error estimate for a density matrix that is idempotent only to the convergence threshold, and they don't select a cutoff for small singular values. The normalisation and singular value formulas given earlier rest on the short arguments in the text, not on the Lean file. Nor does the size of the bath say anything about the accuracy of the energy that an embedding calculation obtains with it.
